# A nonzero cubic coupling $\tfrac{k}{2}q_1^2q_2$ gives a second-order $x_{12}$ that changes sign across the Fermi resonance $w_2=2w_1$, while the ground-state shift stays bounded

Before an anharmonic constant $x_{12}$ from second-order vibrational perturbation theory (VPT2) is used to predict a combination band, the harmonic frequencies are screened for near coincidences of one mode with the overtone of another. The problems below work out what such a coincidence does to $x_{12}$ and to the zero-point energy, for two modes with a single cubic coupling.

The modes have harmonic frequencies $w_1,w_2$ (usually written $\omega_1,\omega_2$), in energy units with $\hbar=1$, and dimensionless normal coordinates $q_1,q_2$. The coupling is $V=\tfrac{k}{2}q_1^2q_2$, where $k$ is the cubic force constant often called $\phi_{112}$. It measures how a displacement along $q_2$ changes the curvature of the potential along $q_1$. Quartic, Coriolis and other cubic contributions to a molecular $x_{12}$ are left out.

```lean
import Mathlib

open Finset

namespace FermiResonanceVPT2

noncomputable section
```

States are labelled by pairs of natural numbers $n=(n_1,n_2)$. The function `position m n` is the oscillator matrix element $\langle m|q|n\rangle$.

```lean
/-- Matrix element of the dimensionless coordinate `q` between oscillator states `m` and `n`. -/
def position (m n : ℕ) : ℝ :=
  if m = n + 1 then √(((n : ℝ) + 1) / 2) else if n = m + 1 then √(((m : ℝ) + 1) / 2) else 0
```

The elements of $q^2$ come from applying $q$ twice. For $n=0$ the natural-number difference `n - 1` is $0$, but its factor $\sqrt{n/2}$ vanishes.

```lean
/-- Matrix element of `q²`: `q` acts on `q|n⟩ = √((n+1)/2) |n+1⟩ + √(n/2) |n-1⟩`. -/
def positionSq (m n : ℕ) : ℝ :=
  position m (n + 1) * √(((n : ℝ) + 1) / 2) + position m (n - 1) * √((n : ℝ) / 2)
```

The next two definitions give the harmonic energy $E_n$ and the element $\langle m|V|n\rangle$.

```lean
/-- Harmonic energy of two modes with frequencies `w1` and `w2`. -/
def level (w1 w2 : ℝ) (n : ℕ × ℕ) : ℝ := w1 * (n.1 + 1 / 2) + w2 * (n.2 + 1 / 2)

/-- Matrix element of the cubic coupling `(k/2) q1² q2`. -/
def coupling (k : ℝ) (m n : ℕ × ℕ) : ℝ := k / 2 * positionSq m.1 n.1 * position m.2 n.2
```

The second-order energy is $\sum_{m\ne n}|\langle m|V|n\rangle|^2/(E_n-E_m)$, with $m$ running over all infinitely many states.

```lean
/-- Contribution of the intermediate state `m` to the second-order energy of `n`, meant for
states `m` that are not both coupled to `n` and degenerate with it. -/
def secondOrderTerm (k w1 w2 : ℝ) (n m : ℕ × ℕ) : ℝ :=
  if m = n then 0 else coupling k m n ^ 2 / (level w1 w2 n - level w1 w2 m)

/-- Second-order Rayleigh–Schrödinger sum for the state `n`, meant for the case that no other
state coupled to `n` is degenerate with it. -/
def secondOrderEnergy (k w1 w2 : ℝ) (n : ℕ × ℕ) : ℝ := ∑' m, secondOrderTerm k w1 w2 n m
```

The constant $x_{12}$ is defined as a mixed second difference of these energies. For an energy quadratic in the quantum numbers, this is the coefficient of $n_1n_2$.

```lean
/-- The anharmonicity `x12`, as the mixed second difference of second-order energies,
meant for `w1, w2 > 0` and `w2 ≠ 2 w1`. -/
def crossAnharmonicity (k w1 w2 : ℝ) (n1 n2 : ℕ) : ℝ :=
  secondOrderEnergy k w1 w2 (n1 + 1, n2 + 1) - secondOrderEnergy k w1 w2 (n1 + 1, n2)
    - secondOrderEnergy k w1 w2 (n1, n2 + 1) + secondOrderEnergy k w1 w2 (n1, n2)
```

The hypotheses leave open the step from this sum to an observed level. That step needs a weak coupling, and it needs a further treatment of degenerate states that mix in second order, such as $(2,0)$ and $(0,2)$ when $w_1=w_2$.

### (a) One quantum up

Show that $\langle n+1|q|n\rangle=\sqrt{(n+1)/2}$.

With $q=(a+a^\dagger)/\sqrt2$, only $a^\dagger|n\rangle=\sqrt{n+1}\,|n+1\rangle$ contributes. In Lean this is the first branch of the definition.

```lean
private lemma position_up (n : ℕ) : position (n + 1) n = √(((n : ℝ) + 1) / 2) := by
  rw [position, if_pos rfl]
```

### (b) One quantum down

Show that $\langle n|q|n+1\rangle=\sqrt{(n+1)/2}$.

Now only $a|n+1\rangle=\sqrt{n+1}\,|n\rangle$ contributes, which is the second branch.

```lean
private lemma position_down (n : ℕ) : position n (n + 1) = √(((n : ℝ) + 1) / 2) := by
  rw [position, if_neg (by omega), if_pos rfl]
```

### (c) The selection rule

Show that $\langle m|q|n\rangle=0$ unless $m$ and $n$ differ by one.

Neither $a$ nor $a^\dagger$ reaches any other state, so the last branch applies.

```lean
private lemma position_far {m n : ℕ} (h : m ≠ n + 1) (h' : n ≠ m + 1) : position m n = 0 := by
  rw [position, if_neg h, if_neg h']
```

### (d) Squared elements of $q$

Show that
$$\langle m|q|n\rangle^2=\tfrac{n+1}{2}\,\delta_{m,n+1}+\tfrac n2\,\delta_{n,m+1}.$$

Square (a) for the upward step. For the downward step $n=m+1$, (b) gives $(m+1)/2=n/2$. All other elements vanish by (c). The Lean proof splits into the same three cases.

```lean
private lemma position_sq (m n : ℕ) : position m n ^ 2 =
    (if m = n + 1 then ((n : ℝ) + 1) / 2 else 0) + (if n = m + 1 then (n : ℝ) / 2 else 0) := by
  by_cases h : m = n + 1
  · subst h
    rw [position_up, Real.sq_sqrt (by positivity), if_pos rfl, if_neg (by omega), add_zero]
  by_cases h' : n = m + 1
  · subst h'
    rw [position_down, Real.sq_sqrt (by positivity), if_neg (by omega), if_pos rfl]
    push_cast
    ring
  rw [position_far h h', if_neg h, if_neg h']
  ring
```

### (e) Squared elements of $q^2$

Show that
$$\langle m|q^2|n\rangle^2=\tfrac{(n+1)(n+2)}4\delta_{m,n+2}+\left(n+\tfrac12\right)^2\delta_{m,n}+\tfrac{n(n-1)}4\delta_{n,m+2}.$$

Applying $q$ twice gives
$$q^2|n\rangle=\tfrac12\sqrt{(n+1)(n+2)}\,|n+2\rangle+\left(n+\tfrac12\right)|n\rangle+\tfrac12\sqrt{n(n-1)}\,|n-2\rangle,$$
and the coefficients are squared. Lean treats the three final states in turn, then shows that every other element is zero.

```lean
-- two quanta up, no change, or two quanta down
private lemma positionSq_sq (m n : ℕ) : positionSq m n ^ 2 =
    (if m = n + 2 then ((n : ℝ) + 1) * (n + 2) / 4 else 0)
      + (if m = n then ((n : ℝ) + 1 / 2) ^ 2 else 0)
      + (if n = m + 2 then (n : ℝ) * (n - 1) / 4 else 0) := by
  rw [positionSq]
  by_cases h : m = n + 2
  · subst h
    rw [position_up (n + 1), position_far (m := n + 2) (n := n - 1) (by omega) (by omega),
      zero_mul, add_zero, mul_pow, Real.sq_sqrt (by positivity), Real.sq_sqrt (by positivity),
      if_pos rfl, if_neg (by omega), if_neg (by omega)]
    push_cast
    ring
  by_cases h' : m = n
  · subst h'
    have hd : position m (m - 1) * √((m : ℝ) / 2) = (m : ℝ) / 2 := by
      rcases m with _ | m
      · simp
      · rw [Nat.add_sub_cancel, position_up, Nat.cast_succ, Real.mul_self_sqrt (by positivity)]
    rw [hd, position_down, Real.mul_self_sqrt (by positivity), if_neg h, if_pos rfl,
      if_neg (by omega)]
    ring
  by_cases h'' : n = m + 2
  · subst h''
    rw [position_far (m := m) (n := m + 2 + 1) (by omega) (by omega),
      show m + 2 - 1 = m + 1 from rfl, position_down, zero_mul, zero_add, mul_pow,
      Real.sq_sqrt (by positivity), Real.sq_sqrt (by positivity), if_neg h, if_neg h', if_pos rfl]
    push_cast
    ring
  have hz : position m (n - 1) * √((n : ℝ) / 2) = 0 := by
    rcases n with _ | n
    · simp
    · rw [position_far (by omega) (by omega), zero_mul]
  rw [hz, position_far (m := m) (n := n + 1) (by omega) (by omega), if_neg h, if_neg h',
    if_neg h'']
  ring
```

### (f) Summing over mode 2

For any real function $g$, show that
$$\sum_{m=0}^{n+1}\langle m|q|n\rangle^2g(m)=\tfrac{n+1}2g(n+1)+\tfrac n2g(n-1).$$

Insert (d); each Kronecker delta selects one term. At $n=0$ the second weight vanishes, so $g(-1)$ plays no part. Lean handles this case separately.

```lean
private lemma sum_position (n : ℕ) (g : ℝ → ℝ) :
    ∑ m ∈ range (n + 2), position m n ^ 2 * g m
      = ((n : ℝ) + 1) / 2 * g (n + 1) + (n : ℝ) / 2 * g (n - 1) := by
  simp only [position_sq, add_mul, sum_add_distrib, ite_mul, zero_mul]
  refine congrArg₂ (· + ·) ?_ ?_
  · simp
  · rcases n with _ | n
    · simp
    · have h : n < n + 1 + 2 := by omega
      simp [h]
```

### (g) Summing over mode 1

Show likewise that
$$\sum_{m=0}^{n+2}\langle m|q^2|n\rangle^2g(m)=\tfrac{(n+1)(n+2)}4g(n+2)+\left(n+\tfrac12\right)^2g(n)+\tfrac{n(n-1)}4g(n-2).$$

Insert (e). The last weight vanishes for $n=0$ and $n=1$, the two cases that Lean splits off.

```lean
private lemma sum_positionSq (n : ℕ) (g : ℝ → ℝ) :
    ∑ m ∈ range (n + 3), positionSq m n ^ 2 * g m
      = ((n : ℝ) + 1) * (n + 2) / 4 * g (n + 2) + ((n : ℝ) + 1 / 2) ^ 2 * g n
        + (n : ℝ) * (n - 1) / 4 * g (n - 2) := by
  simp only [positionSq_sq, add_mul, sum_add_distrib, ite_mul, zero_mul]
  refine congrArg₂ (· + ·) (congrArg₂ (· + ·) ?_ ?_) ?_
  · simp
  · simp
  · rcases n with _ | _ | n
    · simp
    · simp
    · have h : n < n + 1 + 1 + 3 := by omega
      have e : ((n + 1 + 1 : ℕ) : ℝ) - 2 = n := by push_cast; ring
      rw [e]
      simp [h]
```

### (h) Six channels

Show that the infinite second-order sum converges to
$$\begin{aligned}\frac{k^2}4\Big\{&\tfrac{(n_1+1)(n_1+2)}4\Big[-\tfrac{n_2+1}{2(2w_1+w_2)}-\tfrac{n_2}{2(2w_1-w_2)}\Big]+\left(n_1+\tfrac12\right)^2\Big[-\tfrac{n_2+1}{2w_2}+\tfrac{n_2}{2w_2}\Big]\\&+\tfrac{n_1(n_1-1)}4\Big[\tfrac{n_2+1}{2(2w_1-w_2)}+\tfrac{n_2}{2(2w_1+w_2)}\Big]\Big\}.\end{aligned}$$

Each term is $\tfrac{k^2}4\langle m_1|q^2|n_1\rangle^2\langle m_2|q|n_2\rangle^2$ divided by $w_1(n_1-m_1)+w_2(n_2-m_2)$. The excluded term $m=n$ has zero numerator anyway, because $\langle n_2|q|n_2\rangle=0$. States with $m_1>n_1+2$ or $m_2>n_2+1$ are not coupled, so the sum is finite. Sum over $m_2$ with (f), then over $m_1$ with (g).

In the proof, `h0` is the factorisation, `hs` the vanishing outside the rectangle, and `key` the double sum. Lean sets division by zero to zero, so the theorem needs no condition on the frequencies; its value is the ordinary second-order sum when every channel with a vanishing denominator has zero weight.

```lean
/-- The sum over all intermediate states converges to the contributions of six channels: `n1`
changes by `2`, `0` or `-2` while `n2` changes by `1` or `-1`. A channel whose energy denominator
vanishes is counted as zero. -/
theorem hasSum_channels (k w1 w2 : ℝ) (n1 n2 : ℕ) :
    HasSum (secondOrderTerm k w1 w2 (n1, n2)) ((k / 2) ^ 2 *
      (((n1 : ℝ) + 1) * (n1 + 2) / 4 *
          (((n2 : ℝ) + 1) / 2 / (-2 * w1 - w2) + (n2 : ℝ) / 2 / (-2 * w1 + w2))
        + ((n1 : ℝ) + 1 / 2) ^ 2 * (((n2 : ℝ) + 1) / 2 / (-w2) + (n2 : ℝ) / 2 / w2)
        + (n1 : ℝ) * (n1 - 1) / 4 *
          (((n2 : ℝ) + 1) / 2 / (2 * w1 - w2) + (n2 : ℝ) / 2 / (2 * w1 + w2)))) := by
  have h0 : ∀ m : ℕ × ℕ, secondOrderTerm k w1 w2 (n1, n2) m = (k / 2) ^ 2 *
      (positionSq m.1 n1 ^ 2 * (position m.2 n2 ^ 2 *
        (1 / (w1 * ((n1 : ℝ) - m.1) + w2 * ((n2 : ℝ) - m.2))))) := by
    intro m
    by_cases h : m = (n1, n2)
    · subst h
      have hd : position n2 n2 = 0 := position_far (by omega) (by omega)
      simp [secondOrderTerm, hd]
    · have hl : level w1 w2 (n1, n2) - level w1 w2 m
          = w1 * ((n1 : ℝ) - m.1) + w2 * ((n2 : ℝ) - m.2) := by
        simp only [level]
        ring
      rw [secondOrderTerm, if_neg h, hl]
      simp only [coupling]
      ring
  -- only finitely many states are coupled to the given one
  have hs : ∀ m ∉ range (n1 + 3) ×ˢ range (n2 + 2),
      secondOrderTerm k w1 w2 (n1, n2) m = 0 := by
    intro m hm
    rw [mem_product, mem_range, mem_range] at hm
    rw [h0]
    by_cases h : m.1 < n1 + 3
    · have hq : position m.2 n2 = 0 := position_far (by omega) (by omega)
      simp [hq]
    · have hq : positionSq m.1 n1 ^ 2 = 0 := by
        rw [positionSq_sq, if_neg (by omega), if_neg (by omega), if_neg (by omega)]
        norm_num
      rw [hq]
      ring
  have key : ∑ m ∈ range (n1 + 3) ×ˢ range (n2 + 2), secondOrderTerm k w1 w2 (n1, n2) m
      = (k / 2) ^ 2 * ∑ a ∈ range (n1 + 3), positionSq a n1 ^ 2 *
        ∑ b ∈ range (n2 + 2), position b n2 ^ 2 *
          (1 / (w1 * ((n1 : ℝ) - a) + w2 * ((n2 : ℝ) - b))) := by
    rw [sum_product, mul_sum]
    refine sum_congr rfl fun a _ => ?_
    rw [mul_sum, mul_sum]
    exact sum_congr rfl fun b _ => h0 (a, b)
  have hin := fun a : ℕ =>
    sum_position n2 (fun y => 1 / (w1 * ((n1 : ℝ) - a) + w2 * ((n2 : ℝ) - y)))
  have hout := sum_positionSq n1 (fun x =>
    ((n2 : ℝ) + 1) / 2 * (1 / (w1 * ((n1 : ℝ) - x) + w2 * ((n2 : ℝ) - (n2 + 1))))
      + (n2 : ℝ) / 2 * (1 / (w1 * ((n1 : ℝ) - x) + w2 * ((n2 : ℝ) - (n2 - 1)))))
  have hsum : HasSum (secondOrderTerm k w1 w2 (n1, n2))
      (∑ m ∈ range (n1 + 3) ×ˢ range (n2 + 2), secondOrderTerm k w1 w2 (n1, n2) m) :=
    hasSum_sum_of_ne_finset_zero hs
  convert hsum using 1
  rw [key]
  simp only [hin]
  rw [hout]
  ring
```

### (i) The quadratic formula

Let $w_1,w_2>0$, $w_2\neq2w_1$, $N_i=n_i+\tfrac12$ and $D=4w_1^2-w_2^2$. Show that the second-order energy is
$$-\frac{k^2(8w_1^2-3w_2^2)}{16w_2D}N_1^2-\frac{k^2w_1}{2D}N_1N_2+\frac{3k^2w_2}{64D}.$$

Put $A=(n_1+1)(n_1+2)=N_1^2+2N_1+\tfrac34$ and $B=n_1(n_1-1)=N_1^2-2N_1+\tfrac34$. The middle channels in (h) give $-N_1^2/(2w_2)$. With $s=2w_1+w_2$ and $d=2w_1-w_2$, the other four give
$$\tfrac18\Big[N_2(B-A)\Big(\tfrac1d+\tfrac1s\Big)+\tfrac12(A+B)\Big(\tfrac1d-\tfrac1s\Big)\Big]=-\frac{2w_1}{D}N_1N_2+\frac{w_2}{4D}\left(N_1^2+\tfrac34\right),$$
since $B-A=-4N_1$, $A+B=2N_1^2+\tfrac32$, $\tfrac1d+\tfrac1s=4w_1/D$ and $\tfrac1d-\tfrac1s=2w_2/D$. Add the two parts and multiply by $k^2/4$. Lean factors $D=ds$, clears denominators with `field_simp` and compares polynomials with `ring`.

At $w_2=2w_1$ with $k\ne0$ the perturbation sum fails for every state that has a coupled degenerate partner. For example, $(0,1)$ and $(2,0)$ are degenerate, with coupling element $k/4$. Diagonalising their $2\times2$ block shifts the two levels by $\pm k/4$, which is first order in $k$.

```lean
/-- For `w1, w2 > 0` and `w2 ≠ 2 w1`, the second-order energy is quadratic in `n1 + 1/2` and
`n2 + 1/2`, with cross coefficient `-k² w1 / (2 (4 w1² - w2²))`. -/
theorem secondOrderEnergy_eq (k : ℝ) {w1 w2 : ℝ} (h1 : 0 < w1) (h2 : 0 < w2)
    (hr : w2 ≠ 2 * w1) (n1 n2 : ℕ) :
    secondOrderEnergy k w1 w2 (n1, n2) =
      -(k ^ 2 * (8 * w1 ^ 2 - 3 * w2 ^ 2) / (16 * w2 * (4 * w1 ^ 2 - w2 ^ 2)))
          * ((n1 : ℝ) + 1 / 2) ^ 2
        + -(k ^ 2 * w1 / (2 * (4 * w1 ^ 2 - w2 ^ 2))) * (((n1 : ℝ) + 1 / 2) * (n2 + 1 / 2))
        + 3 * k ^ 2 * w2 / (64 * (4 * w1 ^ 2 - w2 ^ 2)) := by
  have hm : 2 * w1 - w2 ≠ 0 := fun h => hr (by linarith)
  have hp : 2 * w1 + w2 ≠ 0 := by positivity
  rw [secondOrderEnergy, (hasSum_channels k w1 w2 n1 n2).tsum_eq,
    show 4 * w1 ^ 2 - w2 ^ 2 = (2 * w1 - w2) * (2 * w1 + w2) by ring,
    show -2 * w1 - w2 = -(2 * w1 + w2) by ring, show -2 * w1 + w2 = -(2 * w1 - w2) by ring]
  simp only [div_neg]
  field_simp
  ring
```

### (j) Reading off $x_{12}$

Under the same conditions, show that at every $(n_1,n_2)$
$$x_{12}=-\frac{k^2w_1}{2(4w_1^2-w_2^2)}.$$

In the mixed difference, the constant and the $N_1^2$ term cancel. The product leaves
$$(N_1+1)(N_2+1)-(N_1+1)N_2-N_1(N_2+1)+N_1N_2=1.$$
Lean substitutes (i) four times and simplifies.

```lean
/-- For `w1, w2 > 0` and `w2 ≠ 2 w1`, the mixed second difference `x12` has the same value
`-k² w1 / (2 (4 w1² - w2²))` at every pair of quantum numbers. -/
theorem crossAnharmonicity_eq (k : ℝ) {w1 w2 : ℝ} (h1 : 0 < w1) (h2 : 0 < w2)
    (hr : w2 ≠ 2 * w1) (n1 n2 : ℕ) :
    crossAnharmonicity k w1 w2 n1 n2 = -(k ^ 2 * w1 / (2 * (4 * w1 ^ 2 - w2 ^ 2))) := by
  simp only [crossAnharmonicity, secondOrderEnergy_eq k h1 h2 hr]
  push_cast
  ring
```

### (k) The sign on each side

For $k\neq0$ and $w_1,w_2>0$, show that $x_{12}<0$ if $w_2<2w_1$ and $x_{12}>0$ if $w_2>2w_1$.

The numerator $k^2w_1$ is positive, and $4w_1^2-w_2^2=(2w_1-w_2)(2w_1+w_2)$ has the sign of $2w_1-w_2$. The formula in (j) also shows that $|x_{12}|$ grows without limit as the resonance is approached. Lean obtains the sign of the denominator with `nlinarith`.

```lean
/-- For `w1, w2 > 0` and nonzero coupling, `x12` is negative when `w2 < 2 w1` and positive
when `w2 > 2 w1`. -/
theorem crossAnharmonicity_sign {k w1 w2 : ℝ} (hk : k ≠ 0) (h1 : 0 < w1) (h2 : 0 < w2)
    (n1 n2 : ℕ) : (w2 < 2 * w1 → crossAnharmonicity k w1 w2 n1 n2 < 0) ∧
      (2 * w1 < w2 → 0 < crossAnharmonicity k w1 w2 n1 n2) := by
  have hc : 0 < k ^ 2 * w1 := by positivity
  constructor <;> intro h
  · rw [crossAnharmonicity_eq k h1 h2 h.ne]
    exact neg_neg_of_pos (div_pos hc (by nlinarith))
  · rw [crossAnharmonicity_eq k h1 h2 h.ne']
    exact neg_pos.2 (div_neg_of_pos_of_neg hc (by nlinarith))
```

### (l) The ground state

For all $w_1,w_2>0$, resonance included, show that the second-order shift of $(0,0)$ is
$$-\frac{k^2(2w_1+3w_2)}{32w_2(2w_1+w_2)}.$$

Only two channels in (h) have nonzero weight, those to $(2,1)$ and $(0,1)$:
$$\frac{k^2}4\Big[-\frac1{4(2w_1+w_2)}-\frac1{8w_2}\Big].$$
A common denominator gives the result. No factor $2w_1-w_2$ appears, because the ground state has no resonant partner. At $w_2=2w_1$ the shift is $-k^2/(32w_1)$.

```lean
/-- The second-order shift of the ground state for all `w1, w2 > 0`, including `w2 = 2 w1`. -/
theorem groundShift_eq (k : ℝ) {w1 w2 : ℝ} (h1 : 0 < w1) (h2 : 0 < w2) :
    secondOrderEnergy k w1 w2 (0, 0) =
      -(k ^ 2 * (2 * w1 + 3 * w2) / (32 * w2 * (2 * w1 + w2))) := by
  have hp : 2 * w1 + w2 ≠ 0 := by positivity
  rw [secondOrderEnergy, (hasSum_channels k w1 w2 0 0).tsum_eq,
    show -2 * w1 - w2 = -(2 * w1 + w2) by ring]
  simp only [Nat.cast_zero, zero_mul, zero_div, add_zero, zero_add, div_neg]
  field_simp
  ring
```

### (m) A bound through the resonance

For all $w_1,w_2>0$, show that the magnitude of this shift is at most $3k^2/(32w_2)$.

Since $2w_1+3w_2\le3(2w_1+w_2)$, the bound follows from (l). Lean cross-multiplies and uses $k^2w_2w_1\ge0$. In this two-mode model, then, the second-order zero-point correction can be evaluated at the resonance itself, where $x_{12}$ cannot be used.

```lean
/-- For all `w1, w2 > 0`, including `w2 = 2 w1`, the ground-state shift is at most
`3 k² / (32 w2)` in magnitude. -/
theorem groundShift_bound (k : ℝ) {w1 w2 : ℝ} (h1 : 0 < w1) (h2 : 0 < w2) :
    |secondOrderEnergy k w1 w2 (0, 0)| ≤ 3 * k ^ 2 / (32 * w2) := by
  have h : 0 ≤ k ^ 2 * w2 * w1 := by positivity
  rw [groundShift_eq k h1 h2, abs_neg, abs_of_nonneg (by positivity),
    div_le_div_iff₀ (by positivity) (by positivity)]
  nlinarith [h]

end

end FermiResonanceVPT2
```

```lean
#print axioms FermiResonanceVPT2.crossAnharmonicity_sign
-- 'FermiResonanceVPT2.crossAnharmonicity_sign' depends on axioms: [propext, Classical.choice, Quot.sound]
#print axioms FermiResonanceVPT2.groundShift_bound
-- 'FermiResonanceVPT2.groundShift_bound' depends on axioms: [propext, Classical.choice, Quot.sound]
```
